# Ideal cleavage stress from surface energy and modulus for the binding curve $-2g(1+d/l)e^{-d/l}$

First-principles calculations can supply separately the surface energy $g$ of a crystal and its elastic modulus $M$ for strain normal to the cleavage plane at fixed lateral dimensions. To estimate its ideal cleavage strength, that of a crystal without cracks or other defects, without computing a full separation curve, one can insert both, with the layer spacing $d_0$, into $\sqrt{2gM/d_0}/e$. This step rests on an assumed two-parameter binding curve for rigid separation, and on interlayer contacts that are alike and respond independently.

## Two crystal halves pulled apart

Let $d$ be the opening between two halves of a crystal, $g>0$ the surface energy and $l>0$ a decay length. The postulated energy per area is

$$E(d)=-2g\,(1+d/l)\,e^{-d/l}.$$

The factor 2 counts the two new surfaces. The stress is $E'(d)$.

Let $d_0>0$ be the layer spacing. Suppose that all interlayer contacts are alike and respond independently, as when only adjacent layers interact. A small opening $d$ at every contact, with the lateral dimensions fixed, is then a strain $d/d_0$ and needs the stress $E''(0)\,d$, so the modulus for this uniaxial strain is $M=d_0E''(0)$. With interactions of longer range, opening one plane and straining the whole crystal can probe different stiffnesses, and the relation is then an approximation.

## What is proved

- `work_of_separation`: the stress is integrable over $d>0$, with integral $2g$.
- `peak_stress`: over all real $d$, the stress is at most $2g/(el)$, with equality exactly at $d=l$.
- `work_to_peak`: opening from $0$ to $l$ costs $2g(1-2/e)$.
- `ideal_cleavage_stress`: if $M=d_0E''(0)$, the maximum of $E'$ is $\sqrt{2gM/d_0}/e$, reached only at $d=l$.
- `decay_length_iff`: for positive $g,l,d_0,M$, the modulus relation holds exactly when $l=\sqrt{2gd_0/M}$.

In Lean, `bindingEnergy g l` is $E$, `stress g l` is the explicit stress formula, `Ioi 0` is the half-line $d>0$, and `Real.exp 1` is $e$. In `ideal_cleavage_stress` the modulus relation is the hypothesis `hM`, written with a second derivative; $M>0$ follows from it and the positivity of $g$, $l$ and $d_0$. All quantities are real numbers in consistent units. Atomic relaxation, plasticity and existing cracks are absent from the model.

## From the energy to the peak

The product rule gives

$$E'(d)=-\frac{2g}{l}e^{-d/l}+\frac{2g}{l}\Big(1+\frac dl\Big)e^{-d/l}=\frac{2g\,d}{l^2}e^{-d/l},$$

$$E''(d)=\frac{2g}{l^2}\Big(1-\frac dl\Big)e^{-d/l},\qquad E''(0)=\frac{2g}{l^2}.$$

Since $e^{-x}$ and $xe^{-x}$ vanish as $x\to\infty$, so does $E$, and

$$\int_0^\infty E'(d)\,dd=0-E(0)=2g.$$

Up to $d=l$ the work is $E(l)-E(0)=-4g/e+2g=2g(1-2/e)$.

For the peak, set $x=d/l$, so that $E'=(2g/l)\,xe^{-x}$. The inequality $1+y<e^y$ for $y\neq0$, taken at $y=x-1$, gives $x<e^{x-1}$ for $x\ne1$. Multiplying by $e^{-x}$ yields $xe^{-x}<e^{-1}$ for $x\ne1$, while at $x=1$ the two sides are equal. The maximum is therefore $2g/(el)$.

Finally, $M=2gd_0/l^2$ gives $2gM/d_0=(2g/l)^2$. The positive root is $2g/l$, and division by $e$ gives the cleavage stress. Solving the same relation for $l>0$ gives $l=\sqrt{2gd_0/M}$.

## Illustrative numbers and the small-opening limit

Take $g=1.6\ \mathrm{J/m^2}$, $M=100\ \mathrm{GPa}$ and $d_0=0.2\ \mathrm{nm}$. Then $2gM/d_0=1.6\times10^{21}\ \mathrm{Pa^2}$, whose root is $40\ \mathrm{GPa}$. The peak stress is $40/e\approx14.7\ \mathrm{GPa}$, at $l=0.08\ \mathrm{nm}$.

For $d\ll l$ the stress reduces to Hooke's law, $E'(d)\approx Md/d_0$. Extended to $d=l$, this line would give $2g/l$, which is $e$ times the peak of the model curve.

## The Lean file

```lean
import Mathlib

open Filter Topology MeasureTheory Set

namespace IdealCleavage

noncomputable section

/-- Binding energy per area of two crystal halves at opening `d`, with surface energy `g`
and decay length `l ≠ 0`. -/
def bindingEnergy (g l d : ℝ) : ℝ := -2 * g * (1 + d / l) * Real.exp (-(d / l))

/-- Cohesive stress between the two halves at opening `d`, for decay length `l ≠ 0`. -/
def stress (g l d : ℝ) : ℝ := 2 * g * d * Real.exp (-(d / l)) / l ^ 2

/-- The cohesive stress is the derivative of the binding energy with respect to the opening. -/
theorem hasDerivAt_bindingEnergy (g l d : ℝ) :
    HasDerivAt (bindingEnergy g l) (stress g l d) d := by
  have h1 : HasDerivAt (fun x : ℝ => x / l) (1 / l) d := (hasDerivAt_id' d).div_const l
  have h2 : HasDerivAt (fun x : ℝ => Real.exp (-(x / l)))
      (Real.exp (-(d / l)) * (-(1 / l))) d := h1.fun_neg.exp
  have h3 := ((h1.const_add 1).const_mul (-2 * g)).fun_mul h2
  exact h3.congr_deriv (by simp only [stress]; ring)

/-- The stiffness of the interface at opening `d`, as the derivative of the stress. -/
theorem hasDerivAt_stress (g l d : ℝ) :
    HasDerivAt (stress g l) (2 * g / l ^ 2 * (1 - d / l) * Real.exp (-(d / l))) d := by
  have h1 : HasDerivAt (fun x : ℝ => x / l) (1 / l) d := (hasDerivAt_id' d).div_const l
  have h2 : HasDerivAt (fun x : ℝ => Real.exp (-(x / l)))
      (Real.exp (-(d / l)) * (-(1 / l))) d := h1.fun_neg.exp
  have h3 := (((hasDerivAt_id' d).const_mul (2 * g)).fun_mul h2).div_const (l ^ 2)
  exact h3.congr_deriv (by ring)

/-- The curvature of the binding energy at zero opening is `2g/l²`. -/
theorem curvature_at_contact (g l : ℝ) :
    deriv (deriv (bindingEnergy g l)) 0 = 2 * g / l ^ 2 := by
  have h : deriv (bindingEnergy g l) = stress g l :=
    funext fun d => (hasDerivAt_bindingEnergy g l d).deriv
  rw [h, (hasDerivAt_stress g l 0).deriv]
  simp

/-- The stress is integrable over all positive openings, and the total work of separation
per area is `2g`. -/
theorem work_of_separation {g l : ℝ} (hg : 0 < g) (hl : 0 < l) :
    IntegrableOn (stress g l) (Ioi 0) ∧ ∫ d in Ioi (0 : ℝ), stress g l d = 2 * g := by
  -- the binding energy vanishes at large opening
  have hx : Tendsto (fun d : ℝ => d / l) atTop atTop := tendsto_id.atTop_div_const hl
  have h0 := (Real.tendsto_pow_mul_exp_neg_atTop_nhds_zero 0).comp hx
  have h1 := (Real.tendsto_pow_mul_exp_neg_atTop_nhds_zero 1).comp hx
  have h := (h0.add h1).const_mul (-2 * g)
  rw [add_zero, mul_zero] at h
  have hlim : Tendsto (bindingEnergy g l) atTop (𝓝 0) :=
    h.congr (fun d => by simp only [Function.comp_apply, bindingEnergy]; ring)
  have hpos : ∀ d ∈ Ioi (0 : ℝ), 0 ≤ stress g l d := by
    intro d hd
    have hd' : 0 < d := hd
    unfold stress
    positivity
  -- fundamental theorem of calculus on the half-line
  refine ⟨integrableOn_Ioi_deriv_of_nonneg'
    (fun d _ => hasDerivAt_bindingEnergy g l d) hpos hlim, ?_⟩
  rw [integral_Ioi_of_hasDerivAt_of_nonneg'
    (fun d _ => hasDerivAt_bindingEnergy g l d) hpos hlim]
  simp [bindingEnergy]

/-- The stress never exceeds `2g/(e l)`, and it takes this value exactly at the opening
`d = l`. -/
theorem peak_stress {g l : ℝ} (hg : 0 < g) (hl : 0 < l) :
    (∀ d, stress g l d ≤ 2 * g / (Real.exp 1 * l)) ∧
      ∀ d, stress g l d = 2 * g / (Real.exp 1 * l) ↔ d = l := by
  have hpeak : 2 * g / (Real.exp 1 * l) = 2 * g / l * Real.exp (-1) := by
    rw [Real.exp_neg]
    ring
  have hscale : ∀ d, stress g l d = 2 * g / l * (d / l * Real.exp (-(d / l))) := by
    intro d
    unfold stress
    ring
  have hat : stress g l l = 2 * g / (Real.exp 1 * l) := by
    rw [hscale, hpeak, div_self hl.ne', one_mul]
  -- away from `d = l` the inequality `x < exp (x - 1)` is strict
  have hlt : ∀ d, d ≠ l → stress g l d < 2 * g / (Real.exp 1 * l) := by
    intro d hd
    have hne : d / l - 1 ≠ 0 := by
      intro h
      exact hd ((div_eq_one_iff_eq hl.ne').1 (by linarith))
    have hexp := Real.add_one_lt_exp hne
    have key : d / l * Real.exp (-(d / l)) < Real.exp (-1) := by
      calc d / l * Real.exp (-(d / l))
          < Real.exp (d / l - 1) * Real.exp (-(d / l)) :=
            mul_lt_mul_of_pos_right (by linarith) (Real.exp_pos _)
        _ = Real.exp (-1) := by
            rw [← Real.exp_add]
            congr 1
            ring
    rw [hscale, hpeak]
    exact mul_lt_mul_of_pos_left key (by positivity)
  refine ⟨fun d => ?_, fun d => ⟨fun h => ?_, fun h => by rw [h, hat]⟩⟩
  · by_cases hd : d = l
    · rw [hd, hat]
    · exact (hlt d hd).le
  · by_contra hd
    exact (hlt d hd).ne h

/-- The work per area done in opening the crystal from contact to `d = l` is
`2g(1 - 2/e)`. -/
theorem work_to_peak (g : ℝ) {l : ℝ} (hl : l ≠ 0) :
    ∫ d in (0 : ℝ)..l, stress g l d = 2 * g * (1 - 2 / Real.exp 1) := by
  have hc : Continuous (stress g l) :=
    continuous_iff_continuousAt.2 fun d => (hasDerivAt_stress g l d).continuousAt
  rw [intervalIntegral.integral_eq_sub_of_hasDerivAt
    (fun d _ => hasDerivAt_bindingEnergy g l d) (hc.intervalIntegrable 0 l)]
  simp only [bindingEnergy, div_self hl, zero_div, neg_zero, Real.exp_zero, Real.exp_neg]
  ring

/-- Ideal cleavage stress: for layer spacing `d0` and uniaxial modulus `M = d0 E''(0)`, the
stress `E'(d)` is at most `√(2gM/d0)/e`, with equality exactly at `d = l`. -/
theorem ideal_cleavage_stress {g l d0 M : ℝ} (hg : 0 < g) (hl : 0 < l) (hd0 : 0 < d0)
    (hM : d0 * deriv (deriv (bindingEnergy g l)) 0 = M) :
    (∀ d, deriv (bindingEnergy g l) d ≤ √(2 * g * M / d0) / Real.exp 1) ∧
      ∀ d, deriv (bindingEnergy g l) d = √(2 * g * M / d0) / Real.exp 1 ↔ d = l := by
  -- the modulus eliminates the decay length
  have hsq : 2 * g * M / d0 = (2 * g / l) ^ 2 := by
    rw [← hM, curvature_at_contact, div_eq_iff hd0.ne']
    ring
  have hval : √(2 * g * M / d0) / Real.exp 1 = 2 * g / (Real.exp 1 * l) := by
    rw [hsq, Real.sqrt_sq (by positivity)]
    ring
  have hder : deriv (bindingEnergy g l) = stress g l :=
    funext fun d => (hasDerivAt_bindingEnergy g l d).deriv
  rw [hval, hder]
  exact peak_stress hg hl

/-- For given surface energy, modulus and layer spacing, the relation `d0 E''(0) = M` holds
exactly when the decay length is `√(2g d0/M)`. -/
theorem decay_length_iff {g l d0 M : ℝ} (hg : 0 < g) (hl : 0 < l) (hd0 : 0 < d0)
    (hM : 0 < M) :
    d0 * deriv (deriv (bindingEnergy g l)) 0 = M ↔ l = √(2 * g * d0 / M) := by
  rw [curvature_at_contact]
  constructor
  · intro h
    have hsq : 2 * g * d0 / M = l ^ 2 := by
      rw [← h]
      field_simp
    rw [hsq, Real.sqrt_sq hl.le]
  · intro h
    have hsq : l ^ 2 = 2 * g * d0 / M := by
      rw [h, Real.sq_sqrt (by positivity)]
    rw [hsq]
    field_simp

end

end IdealCleavage
```

```lean
#print axioms IdealCleavage.work_of_separation
#print axioms IdealCleavage.work_to_peak
#print axioms IdealCleavage.ideal_cleavage_stress
#print axioms IdealCleavage.decay_length_iff
```

```
'IdealCleavage.work_of_separation' depends on axioms: [propext, Classical.choice, Quot.sound]
'IdealCleavage.work_to_peak' depends on axioms: [propext, Classical.choice, Quot.sound]
'IdealCleavage.ideal_cleavage_stress' depends on axioms: [propext, Classical.choice, Quot.sound]
'IdealCleavage.decay_length_iff' depends on axioms: [propext, Classical.choice, Quot.sound]
```

## How the proof follows the calculation

`hasDerivAt_bindingEnergy` and `hasDerivAt_stress` assemble the two derivatives from the chain and product rules; `ring` matches the results to the stated forms. `curvature_at_contact` evaluates the second derivative at zero.

In `work_of_separation`, `hlim` is the decay of $E$ and `hpos` the non-negativity of the stress. Together they give integrability and the integral through the fundamental theorem on the half-line. `work_to_peak` uses the version for a finite interval.

In `peak_stress`, `hscale` introduces $x=d/l$, and `Real.add_one_lt_exp` supplies the strict inequality. The result `hlt` settles both the bound and uniqueness, while `hat` evaluates the stress at $d=l$.

`ideal_cleavage_stress` eliminates $l$ in `hsq`, takes the positive root in `hval`, and then applies `peak_stress`. `decay_length_iff` solves the modulus relation in both directions, using the positivity of $l$ to select the root.
